# The gap-to-bandwidth ratio of the two-hopping pi-flux model is at most 2(1 + √2)

A band gap can be defined as the smallest separation of the two bands at equal momentum, or as the separation between the lowest energy of the upper band and the highest energy of the lower band wherever they occur. We take the second definition, with momenta (x, y) ranging over the whole real plane. Because the bands are ±E, both definitions give 2 min E here.

## The bound and its window of equality

Let t > 0 be the nearest-neighbour and s > 0 the next-nearest-neighbour hopping. The Bloch matrix has Pauli components 2t cos x, 2t cos y and 4s sin x sin y, so its eigenvalues are ±E, where

E² = 4t²(cos² x + cos² y) + 16s² sin² x sin² y.

The flatness ratio, gap over bandwidth, is 2 min E / (max E − min E). We claim that it is at most 2(1 + √2), with equality exactly when 1/2 ≤ s/t ≤ 1/√2.

Put u = sin² x and v = sin² y, both in [0, 1]. Then

E² = 4t²(2 − u − v) + 16s²uv.

Let m = min(2t, 4s). Since m² ≤ 4t² and m² ≤ 16s²,

E² ≥ m²(2 − u − v + uv) = m²[1 + (1 − u)(1 − v)] ≥ m².

Let M = max(2√2 t, 4s). Since 8t² ≤ M² and 16s² ≤ M²,

E² ≤ M²[1 − (u + v)/2 + uv] = M² − (M²/2)[u(1 − v) + v(1 − u)] ≤ M².

Both bounds are attained, because

E(0, 0) = 2√2 t, E(0, π/2) = 2t, E(π/2, π/2) = 4s.

Hence min E = m and max E = M. The bandwidth is positive, since m ≤ 2t < 2√2 t ≤ M. Multiplying by it, the claimed bound becomes

m ≤ (1 + √2)(M − m).

As 2 + √2 = √2(1 + √2), this is the same as √2 m ≤ M, which follows from

√2 m ≤ 2√2 t ≤ M.

Equality in the ratio requires equality in both places: m = 2t and M = 2√2 t. These say 2t ≤ 4s and 4s ≤ 2√2 t, which is the stated window.

A large ratio leaves room for interactions that exceed the bandwidth but not the gap; the theorem gives the best value available in this non-interacting model with two hoppings. It concerns energies only and computes no Chern number.

## Matrix, bands and ratio in Lean

```lean
import Mathlib

open Matrix

namespace PiFluxFlatBand

noncomputable section
```

The matrix `bloch` is written out entry by entry, with real hoppings and momenta embedded in the complex numbers.

```lean
/-- The Bloch matrix of the two-band pi-flux model at momentum `(x, y)`, with
nearest-neighbour hopping `t` and next-nearest-neighbour hopping `s`. -/
def bloch (t s x y : ℝ) : Matrix (Fin 2) (Fin 2) ℂ :=
  !![((4 * s * Real.sin x * Real.sin y : ℝ) : ℂ),
      ((2 * t * Real.cos x : ℝ) : ℂ) - ((2 * t * Real.cos y : ℝ) : ℂ) * Complex.I;
    ((2 * t * Real.cos x : ℝ) : ℂ) + ((2 * t * Real.cos y : ℝ) : ℂ) * Complex.I,
      -((4 * s * Real.sin x * Real.sin y : ℝ) : ℂ)]
```

The dispersion is defined separately, as a nonnegative square root.

```lean
/-- The dispersion `E(x, y)` of the upper band. -/
def energy (t s x y : ℝ) : ℝ :=
  √(4 * t ^ 2 * (Real.cos x ^ 2 + Real.cos y ^ 2)
    + 16 * s ^ 2 * Real.sin x ^ 2 * Real.sin y ^ 2)
```

Each band is the set of energies taken over all pairs of real momenta.

```lean
/-- The set of energies `E(x, y)` in the upper band. -/
def upperBand (t s : ℝ) : Set ℝ := Set.range fun k : ℝ × ℝ => energy t s k.1 k.2

/-- The set of energies `-E(x, y)` in the lower band. -/
def lowerBand (t s : ℝ) : Set ℝ := Set.range fun k : ℝ × ℝ => -energy t s k.1 k.2
```

The gap and bandwidth use the infimum `sInf` and supremum `sSup` of these sets. That the extremes are attained is proved later.

```lean
/-- The band gap: bottom of the upper band minus top of the lower band. -/
def gap (t s : ℝ) : ℝ := sInf (upperBand t s) - sSup (lowerBand t s)

/-- The width of the upper band. -/
def bandwidth (t s : ℝ) : ℝ := sSup (upperBand t s) - sInf (upperBand t s)

/-- The flatness ratio, band gap over bandwidth, for a band of nonzero width. -/
def flatness (t s : ℝ) : ℝ := gap t s / bandwidth t s
```

## The eigenvalues ±E

The next theorem expands the 2×2 determinant and uses i² = −1 to obtain e² − E². It holds for all real t and s.

```lean
/-- The characteristic determinant of the Bloch matrix is `e² - E(x, y)²`. -/
theorem det_bloch_sub (t s x y : ℝ) (e : ℂ) :
    (bloch t s x y - e • (1 : Matrix (Fin 2) (Fin 2) ℂ)).det
      = e ^ 2 - (energy t s x y : ℂ) ^ 2 := by
  have hr : energy t s x y ^ 2 = (4 * s * Real.sin x * Real.sin y) ^ 2
      + (2 * t * Real.cos x) ^ 2 + (2 * t * Real.cos y) ^ 2 := by
    unfold energy
    rw [Real.sq_sqrt (by positivity)]
    ring
  have h : (energy t s x y : ℂ) ^ 2 = ((4 * s * Real.sin x * Real.sin y : ℝ) : ℂ) ^ 2
      + ((2 * t * Real.cos x : ℝ) : ℂ) ^ 2 + ((2 * t * Real.cos y : ℝ) : ℂ) ^ 2 := by
    exact_mod_cast hr
  rw [Matrix.det_fin_two]
  simp only [bloch, Matrix.sub_apply, Matrix.smul_apply, Matrix.one_apply, Matrix.of_apply,
    Matrix.cons_val', Matrix.cons_val_zero, Matrix.cons_val_one, Matrix.cons_val_fin_one,
    smul_eq_mul, if_true, zero_ne_one, one_ne_zero, if_false, mul_one, mul_zero, sub_zero]
  linear_combination h + ((2 * t * Real.cos y : ℝ) : ℂ) ^ 2 * Complex.I_sq
```

Setting the determinant to zero gives e = E or e = −E, which ties the bands defined above to the Bloch matrix.

```lean
/-- The eigenvalues of the Bloch matrix at momentum `(x, y)` are exactly `E(x, y)` and
`-E(x, y)`. -/
theorem bloch_spectrum (t s x y : ℝ) (e : ℂ) :
    (bloch t s x y - e • (1 : Matrix (Fin 2) (Fin 2) ℂ)).det = 0
      ↔ e = energy t s x y ∨ e = -(energy t s x y : ℂ) := by
  rw [det_bloch_sub, sub_eq_zero, sq_eq_sq_iff_eq_or_eq_neg]
```

## The extremes of the dispersion

The three special energies come from comparing the expressions under the square roots.

```lean
/-- For nonnegative hoppings the energies at the momenta `(0, 0)`, `(0, π/2)` and
`(π/2, π/2)` are `2√2 t`, `2t` and `4s`. -/
theorem energy_high_symmetry {t s : ℝ} (ht : 0 ≤ t) (hs : 0 ≤ s) :
    energy t s 0 0 = 2 * √2 * t ∧ energy t s 0 (Real.pi / 2) = 2 * t
      ∧ energy t s (Real.pi / 2) (Real.pi / 2) = 4 * s := by
  have h2 : (√2 : ℝ) ^ 2 = 2 := Real.sq_sqrt (by norm_num)
  refine ⟨?_, ?_, ?_⟩
  · rw [← Real.sqrt_sq (show 0 ≤ 2 * √2 * t by positivity)]
    unfold energy
    congr 1
    rw [Real.cos_zero, Real.sin_zero]
    linear_combination (-4 * t ^ 2) * h2
  · rw [← Real.sqrt_sq (show 0 ≤ 2 * t by positivity)]
    unfold energy
    congr 1
    rw [Real.cos_zero, Real.sin_zero, Real.cos_pi_div_two]
    ring
  · rw [← Real.sqrt_sq (show 0 ≤ 4 * s by positivity)]
    unfold energy
    congr 1
    rw [Real.cos_pi_div_two, Real.sin_pi_div_two]
    ring
```

`IsLeast` says that a value belongs to the set and bounds it from below. Membership comes from the special momenta, according to which of 2t and 4s is smaller. For the bound, `nlinarith` receives the nonnegative products (4t² − m²)(2 − u − v), (16s² − m²)uv and m²(1 − u)(1 − v), whose sum is E² − m².

```lean
/-- For positive hoppings the bottom of the upper band is the smaller of `2t` and `4s`,
and it is attained. -/
theorem isLeast_upperBand {t s : ℝ} (ht : 0 < t) (hs : 0 < s) :
    IsLeast (upperBand t s) (min (2 * t) (4 * s)) := by
  obtain ⟨-, hX, hM⟩ := energy_high_symmetry ht.le hs.le
  constructor
  · rcases le_total (2 * t) (4 * s) with h | h
    · rw [min_eq_left h]
      exact ⟨(0, Real.pi / 2), hX⟩
    · rw [min_eq_right h]
      exact ⟨(Real.pi / 2, Real.pi / 2), hM⟩
  · rintro _ ⟨⟨x, y⟩, rfl⟩
    have hm : 0 < min (2 * t) (4 * s) := lt_min (by positivity) (by positivity)
    have h1 := pow_le_pow_left₀ hm.le (min_le_left (2 * t) (4 * s)) 2
    have h2 := pow_le_pow_left₀ hm.le (min_le_right (2 * t) (4 * s)) 2
    have hu := Real.sin_sq_le_one x
    have hv := Real.sin_sq_le_one y
    change _ ≤ energy t s x y
    unfold energy
    rw [Real.le_sqrt' hm, Real.cos_sq' x, Real.cos_sq' y]
    -- the squared energy is affine in each of sin² x and sin² y separately
    nlinarith [mul_nonneg (sub_nonneg.2 h1)
        (show 0 ≤ 2 - Real.sin x ^ 2 - Real.sin y ^ 2 by linarith),
      mul_nonneg (sub_nonneg.2 h2) (mul_nonneg (sq_nonneg (Real.sin x)) (sq_nonneg (Real.sin y))),
      mul_nonneg (sq_nonneg (min (2 * t) (4 * s)))
        (mul_nonneg (sub_nonneg.2 hu) (sub_nonneg.2 hv))]
```

The maximum is treated in the same way, with the products u(1 − v) and v(1 − u) from the upper estimate.

```lean
/-- For positive hoppings the top of the upper band is the larger of `2√2 t` and `4s`,
and it is attained. -/
theorem isGreatest_upperBand {t s : ℝ} (ht : 0 < t) (hs : 0 < s) :
    IsGreatest (upperBand t s) (max (2 * √2 * t) (4 * s)) := by
  obtain ⟨hG, -, hM⟩ := energy_high_symmetry ht.le hs.le
  constructor
  · rcases le_total (4 * s) (2 * √2 * t) with h | h
    · rw [max_eq_left h]
      exact ⟨(0, 0), hG⟩
    · rw [max_eq_right h]
      exact ⟨(Real.pi / 2, Real.pi / 2), hM⟩
  · rintro _ ⟨⟨x, y⟩, rfl⟩
    have h0 : (√2 : ℝ) ^ 2 = 2 := Real.sq_sqrt (by norm_num)
    have h1 := pow_le_pow_left₀ (by positivity) (le_max_left (2 * √2 * t) (4 * s)) 2
    have h2 := pow_le_pow_left₀ (by positivity) (le_max_right (2 * √2 * t) (4 * s)) 2
    have h3 : (2 * √2 * t) ^ 2 = 8 * t ^ 2 := by linear_combination 4 * t ^ 2 * h0
    rw [h3] at h1
    have hu := Real.sin_sq_le_one x
    have hv := Real.sin_sq_le_one y
    change energy t s x y ≤ _
    unfold energy
    rw [Real.sqrt_le_iff, Real.cos_sq' x, Real.cos_sq' y]
    refine ⟨le_trans (by positivity) (le_max_right (2 * √2 * t) (4 * s)), ?_⟩
    nlinarith [mul_nonneg (sub_nonneg.2 h1)
        (show 0 ≤ 2 - Real.sin x ^ 2 - Real.sin y ^ 2 by linarith),
      mul_nonneg (sub_nonneg.2 h2) (mul_nonneg (sq_nonneg (Real.sin x)) (sq_nonneg (Real.sin y))),
      mul_nonneg (sq_nonneg (max (2 * √2 * t) (4 * s)))
        (mul_nonneg (sq_nonneg (Real.sin x)) (sub_nonneg.2 hv)),
      mul_nonneg (sq_nonneg (max (2 * √2 * t) (4 * s)))
        (mul_nonneg (sq_nonneg (Real.sin y)) (sub_nonneg.2 hu))]
```

## From the extremes to the ratio

Reflecting the upper band gives the top of the lower band, −m. The gap is therefore 2m and the bandwidth M − m, whose positivity follows from √2 > 1.

```lean
/-- For positive hoppings the gap is twice the smaller of `2t` and `4s`, and the bandwidth is the
larger of `2√2 t` and `4s` minus the smaller of `2t` and `4s`, which is positive. -/
theorem gap_and_bandwidth {t s : ℝ} (ht : 0 < t) (hs : 0 < s) :
    gap t s = 2 * min (2 * t) (4 * s)
      ∧ bandwidth t s = max (2 * √2 * t) (4 * s) - min (2 * t) (4 * s)
      ∧ 0 < bandwidth t s := by
  have hL := isLeast_upperBand ht hs
  have hU := isGreatest_upperBand ht hs
  -- the lower band is the mirror image of the upper band
  have hV : IsGreatest (lowerBand t s) (-min (2 * t) (4 * s)) := by
    obtain ⟨⟨k, hk⟩, hlow⟩ := hL
    refine ⟨⟨k, congrArg Neg.neg hk⟩, ?_⟩
    rintro _ ⟨q, rfl⟩
    exact neg_le_neg (hlow ⟨q, rfl⟩)
  have hw : bandwidth t s = max (2 * √2 * t) (4 * s) - min (2 * t) (4 * s) := by
    rw [bandwidth, hU.csSup_eq, hL.csInf_eq]
  refine ⟨by rw [gap, hL.csInf_eq, hV.csSup_eq]; ring, hw, ?_⟩
  have h2 : (√2 : ℝ) ^ 2 = 2 := Real.sq_sqrt (by norm_num)
  have h1 : (1 : ℝ) < √2 := by nlinarith [Real.sqrt_nonneg 2]
  rw [hw]
  nlinarith [min_le_left (2 * t) (4 * s), le_max_left (2 * √2 * t) (4 * s),
    mul_pos ht (sub_pos.2 h1)]
```

The final theorem assumes only t > 0 and s > 0. After clearing the positive denominator, the bound follows from (1 + √2)(M − √2 m) ≥ 0. In the equality case this product is zero, so M = √2 m, and the inequalities for m and M yield the window. Conversely, the window fixes m = 2t and M = 2√2 t, and substitution gives equality.

```lean
/-- For positive hoppings the flatness ratio of the pi-flux model is at most `2(1 + √2)`,
with equality exactly when `1/2 ≤ s/t ≤ 1/√2`. -/
theorem flatness_le_and_eq_iff {t s : ℝ} (ht : 0 < t) (hs : 0 < s) :
    flatness t s ≤ 2 * (1 + √2)
      ∧ (flatness t s = 2 * (1 + √2) ↔ 1 / 2 ≤ s / t ∧ s / t ≤ 1 / √2) := by
  obtain ⟨hg, hw, hd⟩ := gap_and_bandwidth ht hs
  rw [flatness, hg, hw]
  rw [hw] at hd
  have h2 : (√2 : ℝ) ^ 2 = 2 := Real.sq_sqrt (by norm_num)
  have hr : (0 : ℝ) < √2 := Real.sqrt_pos.2 (by norm_num)
  have hm1 := min_le_left (2 * t) (4 * s)
  have hm2 := min_le_right (2 * t) (4 * s)
  have hM1 := le_max_left (2 * √2 * t) (4 * s)
  have hM2 := le_max_right (2 * √2 * t) (4 * s)
  obtain ⟨m, hm⟩ : ∃ m, m = min (2 * t) (4 * s) := ⟨_, rfl⟩
  obtain ⟨M, hM⟩ : ∃ M, M = max (2 * √2 * t) (4 * s) := ⟨_, rfl⟩
  rw [← hm] at hm1 hm2
  rw [← hM] at hM1 hM2
  rw [← hm, ← hM] at hd ⊢
  have hrm : √2 * m ≤ √2 * (2 * t) := mul_le_mul_of_nonneg_left hm1 hr.le
  constructor
  · -- the bound is equivalent to √2 * m ≤ M
    rw [div_le_iff₀ hd]
    have h3 : 0 ≤ (1 + √2) * (M - √2 * m) :=
      mul_nonneg (by positivity) (by linarith)
    have h4 : √2 ^ 2 * m = 2 * m := by rw [h2]
    nlinarith [h3, h4]
  · rw [div_eq_iff hd.ne', div_le_div_iff₀ ht hr, le_div_iff₀ ht]
    constructor
    · intro h
      have h3 : (1 + √2) * (M - √2 * m) = 0 := by
        linear_combination (-1 / 2) * h - m * h2
      have h4 : M - √2 * m = 0 :=
        (mul_eq_zero.1 h3).resolve_left (by positivity)
      -- equality pins the minimum to 2t and the maximum to 2√2 t
      have h5 : 2 * t ≤ m := le_of_mul_le_mul_left (by linarith) hr
      have h6 : 4 * s ≤ √2 * (2 * t) := by linarith
      have h7 := mul_le_mul_of_nonneg_left h6 hr.le
      have h8 : √2 * (√2 * (2 * t)) = 4 * t := by linear_combination 2 * t * h2
      exact ⟨by linarith, by linarith⟩
    · rintro ⟨h3, h4⟩
      have h5 := mul_le_mul_of_nonneg_left h4 hr.le
      have h6 : √2 * (s * √2) = 2 * s := by linear_combination s * h2
      have hm' : m = 2 * t := by rw [hm, min_eq_left (by linarith)]
      have hM' : M = 2 * √2 * t := by rw [hM, max_eq_left (by linarith)]
      rw [hm', hM']
      linear_combination (-4 * t) * h2

end

end PiFluxFlatBand
```

```lean
#print axioms PiFluxFlatBand.bloch_spectrum
#print axioms PiFluxFlatBand.gap_and_bandwidth
#print axioms PiFluxFlatBand.flatness_le_and_eq_iff
```

```
'PiFluxFlatBand.bloch_spectrum' depends on axioms: [propext, Classical.choice, Quot.sound]
'PiFluxFlatBand.gap_and_bandwidth' depends on axioms: [propext, Classical.choice, Quot.sound]
'PiFluxFlatBand.flatness_le_and_eq_iff' depends on axioms: [propext, Classical.choice, Quot.sound]
```
